# On L lattice sites with a fixed nonzero particle number, every ensemble density has a minimising ensemble of rank at most √L

A constrained search on a small lattice minimises the energy over density matrices $\Gamma$ with prescribed site occupations. Writing $\Gamma=BB^\dagger$ keeps $\Gamma$ positive, but one must decide how many columns to give $B$. At fixed nonzero particle number, $\lfloor\sqrt L\rfloor$ columns can reach the ensemble minimum on $L$ sites: two for four sites, three for nine. The columns are allowed to be complex, even if the Hamiltonian is real.

```lean
import Mathlib

open Matrix
open scoped ComplexOrder

namespace LowRankEnsembles

noncomputable section

variable {m L r : ℕ}
```

## Observables, densities and minimisers

Let $\mathbb C^m$ be the state space at fixed particle number $N$. The Hamiltonian without the external potential is $H_0$, which may include interactions, and $n_i$ is the occupation of site $i$. All are Hermitian matrices.

```lean
/-- An observable on `ℂ^m`: a Hermitian matrix. -/
abbrev Observable (m : ℕ) := selfAdjoint (Matrix (Fin m) (Fin m) ℂ)
```

The expectation value of $A$ is $\operatorname{tr}(\Gamma A)$. It is real for Hermitian $\Gamma$ and $A$, so taking the real part loses nothing.

```lean
/-- The expectation value of `A` in the state `Γ`: the real part of `tr (Γ A)`. -/
def expect (Γ : Matrix (Fin m) (Fin m) ℂ) (A : Observable m) : ℝ := (Γ * A.1).trace.re
```

An ensemble with density $\rho$ satisfies $\Gamma\ge0$, $\operatorname{tr}\Gamma=1$ and $\operatorname{tr}(\Gamma n_i)=\rho_i$. Here $\rho$ is the list of site occupations, while the density matrix is $\Gamma$.

```lean
/-- `Γ` is an ensemble (positive semidefinite, unit trace) with densities `ρ i`. -/
def IsEnsemble (n : Fin L → Observable m) (ρ : Fin L → ℝ)
    (Γ : Matrix (Fin m) (Fin m) ℂ) : Prop :=
  Γ.PosSemidef ∧ expect Γ 1 = 1 ∧ ∀ i, expect Γ (n i) = ρ i
```

An optimal ensemble has the least energy $\operatorname{tr}(\Gamma H_0)$ among all ensembles with the same density.

```lean
/-- `Γ` has the least energy among all ensembles with density `ρ`. -/
def IsOptimal (H₀ : Observable m) (n : Fin L → Observable m) (ρ : Fin L → ℝ)
    (Γ : Matrix (Fin m) (Fin m) ℂ) : Prop :=
  IsEnsemble n ρ Γ ∧ ∀ Γ', IsEnsemble n ρ Γ' → expect Γ H₀ ≤ expect Γ' H₀
```

A pure state is $|\psi\rangle\langle\psi|$. The definition accepts any vector; `IsEnsemble` then imposes $\|\psi\|=1$ through the trace.

```lean
/-- The matrix `|ψ⟩⟨ψ|` of a state vector. -/
def pureState (ψ : Fin m → ℂ) : Matrix (Fin m) (Fin m) ℂ := vecMulVec ψ (star ψ)
```

The main theorems assume the sum rule $\sum_i n_i=N\,\mathbb 1$ with real $N\neq0$ (`hn`, `hN`), which expresses the fixed particle number, and that some ensemble has density $\rho$ (`hρ`). The $n_i$ need not commute or be positive. The step left to the user is to represent the lattice Hamiltonian and occupations as matrices on one particle-number sector; the code does not build them from creation and annihilation operators.

## Square roots and a count of parameters

Let $X=U\operatorname{diag}(x_i)U^\dagger$ be Hermitian, with $U$ unitary, and let $a,b$ be real with $a+bx_i\ge0$ for all $i$. Put $D=\operatorname{diag}\sqrt{a+bx_i}$ and $C=UD$. Then
$$CC^\dagger=UD^2U^\dagger=a\mathbb 1+bX,$$
and column $j$ of $C$ vanishes whenever $a+bx_j=0$. Lean takes $U$ from the spectral theorem and checks $D D^\dagger$ entry by entry.

```lean
/-- For Hermitian `X` and real `a`, `b`: if `a + bX` has no negative eigenvalue, it equals `C C†`,
where `C` has a zero column for each zero eigenvalue. -/
theorem spectral_root {X : Matrix (Fin r) (Fin r) ℂ} (h : X.IsHermitian) (a b : ℝ)
    (hp : ∀ i, 0 ≤ a + b * h.eigenvalues i) : ∃ C : Matrix (Fin r) (Fin r) ℂ,
      a • 1 + b • X = C * Cᴴ ∧ ∀ j, a + b * h.eigenvalues j = 0 → ∀ i, C i j = 0 := by
  obtain ⟨U, hU, hs⟩ : ∃ U : Matrix (Fin r) (Fin r) ℂ, U * Uᴴ = 1 ∧
      X = U * diagonal (fun i => (h.eigenvalues i : ℂ)) * Uᴴ := by
    refine ⟨h.eigenvectorUnitary, mem_unitaryGroup_iff.mp h.eigenvectorUnitary.2, ?_⟩
    have hs := h.spectral_theorem
    rw [Unitary.conjStarAlgAut_apply] at hs
    exact hs
  let D : Matrix (Fin r) (Fin r) ℂ :=
    diagonal fun i => ((Real.sqrt (a + b * h.eigenvalues i) : ℝ) : ℂ)
  have hD : D * Dᴴ = a • 1 + b • diagonal (fun i => (h.eigenvalues i : ℂ)) := by
    simp only [D]
    rw [diagonal_conjTranspose, diagonal_mul_diagonal]
    refine Matrix.ext fun i j => ?_
    rcases eq_or_ne i j with rfl | hij
    · have hq := congrArg Complex.ofReal (Real.mul_self_sqrt (hp i))
      push_cast at hq
      simpa using hq
    · simp [hij]
  refine ⟨U * D, ?_, fun j hj i => by simp [D, Matrix.mul_diagonal, hj]⟩
  rw [conjTranspose_mul, show U * D * (Dᴴ * Uᴴ) = U * (D * Dᴴ) * Uᴴ by
    simp only [Matrix.mul_assoc], hD]
  simp only [Matrix.mul_add, Matrix.add_mul, Matrix.mul_smul, Matrix.smul_mul, Matrix.mul_one]
  rw [hU, ← hs]
```

A real $r\times r$ matrix $M$ gives a Hermitian matrix
$$X_{ab}=(M_{ab}+M_{ba})+i(M_{ab}-M_{ba}).$$
If $X=0$, both brackets vanish, so $M=0$. Hermitian matrices therefore offer $r^2$ independent real parameters, and $L<r^2$ homogeneous real linear conditions leave a nonzero solution. The proof is by contradiction: without such a solution the map `f ∘ₗ g` from $\mathbb R^{r^2}$ to $\mathbb R^L$ would be injective, forcing $r^2\le L$.

```lean
/-- Fewer than `r²` homogeneous real linear conditions leave a nonzero Hermitian `r × r` solution.
-/
theorem exists_hermitian_ker (f : Matrix (Fin r) (Fin r) ℂ →ₗ[ℝ] (Fin L → ℝ))
    (h : L < r ^ 2) : ∃ X, X.IsHermitian ∧ X ≠ 0 ∧ f X = 0 := by
  -- real matrices parametrise Hermitian ones
  let g : (Fin r × Fin r → ℝ) →ₗ[ℝ] Matrix (Fin r) (Fin r) ℂ :=
    { toFun := fun M => Matrix.of fun a b => ⟨M (a, b) + M (b, a), M (a, b) - M (b, a)⟩
      map_add' := fun _ _ => Matrix.ext fun a b => by apply Complex.ext <;> simp <;> ring
      map_smul' := fun _ _ => Matrix.ext fun a b => by apply Complex.ext <;> simp <;> ring }
  by_contra hc
  have inj : Function.Injective (f ∘ₗ g) := by
    rw [← LinearMap.ker_eq_bot, LinearMap.ker_eq_bot']
    intro M hM
    by_contra hM0
    refine hc ⟨g M, Matrix.ext fun a b => ?_, fun h0 => hM0 (funext fun p => ?_), hM⟩
    · apply Complex.ext <;> simp [g, add_comm]
    · have h1 := congrFun (congrFun h0 p.1) p.2
      have hre : M (p.1, p.2) + M (p.2, p.1) = 0 := congrArg Complex.re h1
      have him : M (p.1, p.2) - M (p.2, p.1) = 0 := congrArg Complex.im h1
      change M (p.1, p.2) = 0
      linarith
  have hle := LinearMap.finrank_le_finrank_of_injective inj
  rw [Module.finrank_fintype_fun_eq_card, Module.finrank_fintype_fun_eq_card,
    Fintype.card_prod, Fintype.card_fin, Fintype.card_fin, ← sq] at hle
  exact absurd h (not_lt_of_ge hle)
```

Let $x_j$ be the eigenvalue of largest modulus of a nonzero Hermitian $X$. It is nonzero, since otherwise all eigenvalues would vanish and $X=0$. With $c=1/x_j$ we have $|cx_i|\le1$, so $\mathbb 1\pm cX$ are both positive semidefinite, and $\mathbb 1-cX$ has the eigenvalue $1-cx_j=0$. The previous square root, applied to each sign, gives the factors $C$ and $C'$, and column $j$ of $C$ is zero.

```lean
/-- For a nonzero Hermitian `X` some real `c` makes `1 - cX` and `1 + cX` both of the form
`C C†`, the first with a vanishing column in `C`. -/
theorem exists_singular_shift {X : Matrix (Fin (r + 1)) (Fin (r + 1)) ℂ}
    (h : X.IsHermitian) (hX0 : X ≠ 0) : ∃ (c : ℝ) (C C' : Matrix (Fin (r + 1)) (Fin (r + 1)) ℂ)
      (j : Fin (r + 1)), 1 + (-c) • X = C * Cᴴ ∧ 1 + c • X = C' * C'ᴴ ∧ ∀ i, C i j = 0 := by
  -- the eigenvalue of largest modulus sets the scale
  obtain ⟨j, hj⟩ := Finite.exists_max (fun i => |h.eigenvalues i|)
  have h0 : h.eigenvalues j ≠ 0 := by
    intro hz
    have hd : ∀ i, h.eigenvalues i = 0 := fun i =>
      abs_nonpos_iff.mp ((hj i).trans_eq (by rw [hz, abs_zero]))
    obtain ⟨C, hC, hcol⟩ := spectral_root h 0 1 (fun i => by simp [hd i])
    have hC0 : C = 0 := Matrix.ext fun i k => hcol k (by simp [hd k]) i
    exact hX0 (by simpa [hC0] using hC)
  have hb : ∀ i, |(h.eigenvalues j)⁻¹ * h.eigenvalues i| ≤ 1 := fun i => by
    rw [abs_mul, abs_inv, inv_mul_le_iff₀ (abs_pos.mpr h0), mul_one]
    exact hj i
  obtain ⟨C, hC, hcol⟩ := spectral_root h 1 (-(h.eigenvalues j)⁻¹)
    (fun i => by linarith [(abs_le.mp (hb i)).2])
  obtain ⟨C', hC', -⟩ := spectral_root h 1 (h.eigenvalues j)⁻¹
    (fun i => by linarith [(abs_le.mp (hb i)).1])
  rw [one_smul] at hC hC'
  exact ⟨_, C, C', j, hC, hC', hcol j (by rw [neg_mul, inv_mul_cancel₀ h0]; ring)⟩
```

## Removing one state from the mixture

Let $\Gamma=BB^\dagger$ be optimal, where $B$ has $r+1$ columns $b_k$. The columns are unnormalised: a nonzero $b_k$ stands for the state $b_k/\|b_k\|$ with weight $\|b_k\|^2$.

If $L<(r+1)^2$, the count gives a nonzero Hermitian $X$ with $\operatorname{tr}(BXB^\dagger n_i)=0$ for all $i$. By the sum rule,
$$N\operatorname{tr}(BXB^\dagger)=\sum_i\operatorname{tr}(BXB^\dagger n_i)=0,$$
so the trace vanishes too. Set $\Gamma_t=B(\mathbb 1+tX)B^\dagger$. For $t=\pm c$ this is positive semidefinite with the same trace and density as $\Gamma$. Its energy is
$$\operatorname{tr}(\Gamma_tH_0)=\operatorname{tr}(\Gamma H_0)+t\Delta,\qquad \Delta=\operatorname{tr}(BXB^\dagger H_0).$$
Since $\Gamma$ is optimal, comparison with $\Gamma_c$ gives $c\Delta\ge0$. Hence $\Gamma_{-c}$ has energy no higher than $\Gamma$ and is optimal as well. It equals $(BC)(BC)^\dagger$, where column $j$ of $BC$ is zero and can be deleted, leaving $r$ columns.

In the code, `lin` is the linear formula for expectation values, `feas` shows that both shifts are admissible, and `del` deletes the zero column.

```lean
/-- If the `n i` sum to `N ≠ 0` times the identity and `L < (r + 1)²`, an optimal mixture of
`r + 1` unnormalised states (the columns of `B`) can be replaced by an optimal one of `r`. -/
theorem drop_state {H₀ : Observable m} {n : Fin L → Observable m} {ρ : Fin L → ℝ} {N : ℝ}
    (hN : N ≠ 0) (hn : ∑ i, (n i).1 = (N : ℂ) • 1) {B : Matrix (Fin m) (Fin (r + 1)) ℂ}
    (h : IsOptimal H₀ n ρ (B * Bᴴ)) (hr : L < (r + 1) ^ 2) :
    ∃ B' : Matrix (Fin m) (Fin r) ℂ, IsOptimal H₀ n ρ (B' * B'ᴴ) := by
  obtain ⟨X, hX, hX0, hf⟩ := exists_hermitian_ker
    { toFun := fun (X : Matrix (Fin (r + 1)) (Fin (r + 1)) ℂ) i => expect (B * X * Bᴴ) (n i)
      map_add' := fun _ _ => funext fun i => by simp [expect, Matrix.mul_add, Matrix.add_mul]
      map_smul' := fun _ _ => funext fun i => by simp [expect] } hr
  have hd : ∀ i, expect (B * X * Bᴴ) (n i) = 0 := congrFun hf
  -- the sum rule makes the perturbation traceless
  have ht : expect (B * X * Bᴴ) 1 = 0 := by
    have h1 : ∑ i, expect (B * X * Bᴴ) (n i) = N * expect (B * X * Bᴴ) 1 := by
      simp only [expect]
      rw [← Complex.re_sum, ← Matrix.trace_sum, ← Matrix.mul_sum, hn]
      simp
    rw [Finset.sum_eq_zero fun i _ => hd i] at h1
    exact (mul_eq_zero.mp h1.symm).resolve_left hN
  obtain ⟨c, C, C', j, hC, hC', hj⟩ := exists_singular_shift hX hX0
  have lin : ∀ (t : ℝ) S, 1 + t • X = S * Sᴴ → ∀ A, expect (B * S * (B * S)ᴴ) A =
      expect (B * Bᴴ) A + t * expect (B * X * Bᴴ) A := by
    intro t S hS A
    rw [conjTranspose_mul, show B * S * (Sᴴ * Bᴴ) = B * (S * Sᴴ) * Bᴴ by
      simp only [Matrix.mul_assoc], ← hS]
    simp [expect, Matrix.mul_add, Matrix.add_mul]
  have feas : ∀ (t : ℝ) S, 1 + t • X = S * Sᴴ → IsEnsemble n ρ (B * S * (B * S)ᴴ) :=
    fun t S hS => ⟨posSemidef_self_mul_conjTranspose _,
      by rw [lin t S hS, ht, mul_zero, add_zero, h.1.2.1],
      fun i => by rw [lin t S hS, hd, mul_zero, add_zero, h.1.2.2 i]⟩
  have del : ∀ G : Matrix (Fin m) (Fin (r + 1)) ℂ, (∀ a, G a j = 0) →
      G.submatrix id j.succAbove * (G.submatrix id j.succAbove)ᴴ = G * Gᴴ := fun G hG =>
    Matrix.ext fun a b => by simp [Matrix.mul_apply, Fin.sum_univ_succAbove _ j, hG]
  refine ⟨(B * C).submatrix id j.succAbove, ?_⟩
  rw [del _ fun a => by simp [Matrix.mul_apply, hj]]
  refine ⟨feas _ C hC, fun Γ' h' => ?_⟩
  -- `Γ` is no higher than the `+c` shift, so the `-c` shift does not raise the energy
  have e := h.2 _ (feas c C' hC')
  rw [lin c C' hC'] at e
  rw [lin _ C hC]
  linarith [h.2 Γ' h']
```

## A minimiser exists

Every ensemble can be written as $BB^\dagger$ with $B$ of size $m\times m$, by the square root with $a=0$, $b=1$. Unit trace reads
$$\operatorname{tr}(BB^\dagger)=\sum_{a,b}|B_{ab}|^2=1,$$
so every entry has modulus at most one. The trace and density conditions are continuous equations, so the admissible set `K` is closed and bounded, hence compact. It is nonempty by hypothesis, and the continuous energy attains its minimum on it.

```lean
/-- Every density realised by some ensemble has an ensemble of least energy, written as a
mixture `B B†` of `m` unnormalised states. -/
theorem exists_optimal (H₀ : Observable m) (n : Fin L → Observable m) (ρ : Fin L → ℝ)
    (hρ : ∃ Γ, IsEnsemble n ρ Γ) :
    ∃ B : Matrix (Fin m) (Fin m) ℂ, IsOptimal H₀ n ρ (B * Bᴴ) := by
  have root : ∀ Γ : Matrix (Fin m) (Fin m) ℂ, Γ.PosSemidef →
      ∃ C : Matrix (Fin m) (Fin m) ℂ, Γ = C * Cᴴ := fun Γ h => by
    obtain ⟨C, hC, -⟩ := spectral_root h.isHermitian 0 1
      (fun i => by simpa using h.eigenvalues_nonneg i)
    exact ⟨C, by simpa using hC⟩
  let K : Set (Matrix (Fin m) (Fin m) ℂ) :=
    {B | expect (B * Bᴴ) 1 = 1 ∧ ∀ i, expect (B * Bᴴ) (n i) = ρ i}
  have hcont : ∀ A : Observable m,
      Continuous fun B : Matrix (Fin m) (Fin m) ℂ => expect (B * Bᴴ) A := fun A =>
    Complex.continuous_re.comp ((continuous_id.matrix_mul
      continuous_id.matrix_conjTranspose).matrix_mul continuous_const).matrix_trace
  have hclosed : IsClosed K := by
    simp only [K, Set.ofPred_and, Set.ofPred_forall]
    exact (isClosed_eq (hcont 1) continuous_const).inter
      (isClosed_iInter fun i => isClosed_eq (hcont _) continuous_const)
  have hbox : IsCompact (Set.pi Set.univ fun _ => Set.pi Set.univ fun _ =>
      Metric.closedBall (0 : ℂ) 1 : Set (Fin m → Fin m → ℂ)) :=
    isCompact_univ_pi fun _ => isCompact_univ_pi fun _ => isCompact_closedBall 0 1
  -- unit trace bounds every entry of `B`
  have hK : IsCompact K := by
    refine hbox.of_isClosed_subset hclosed
      fun (B : Matrix (Fin m) (Fin m) ℂ) hB a _ b _ => ?_
    have hsum : expect (B * Bᴴ) 1 = ∑ a, ∑ b, ‖B a b‖ ^ 2 := by
      simp only [expect, selfAdjoint.val_one, Matrix.mul_one, Matrix.trace, Matrix.diag_apply,
        Matrix.mul_apply, conjTranspose_apply, Complex.re_sum]
      refine Finset.sum_congr rfl fun a _ => Finset.sum_congr rfl fun b _ => ?_
      rw [← Complex.normSq_eq_norm_sq, Complex.normSq_apply, Complex.mul_re,
        Complex.star_def, Complex.conj_re, Complex.conj_im]
      ring
    have h1 := Finset.single_le_sum (f := fun b => ‖B a b‖ ^ 2)
      (fun _ _ => sq_nonneg _) (Finset.mem_univ b)
    have h2 := Finset.single_le_sum (f := fun a => ∑ b, ‖B a b‖ ^ 2)
      (fun _ _ => Finset.sum_nonneg fun _ _ => sq_nonneg _) (Finset.mem_univ a)
    have h3 : ‖B a b‖ ^ 2 ≤ 1 := h1.trans (h2.trans (hsum.symm.trans hB.1).le)
    have h4 : ‖B a b‖ ≤ 1 := by nlinarith only [h3, norm_nonneg (B a b)]
    exact mem_closedBall_zero_iff.mpr h4
  obtain ⟨Γ, hΓ⟩ := hρ
  obtain ⟨B₀, rfl⟩ := root Γ hΓ.1
  obtain ⟨B, hB, hmin⟩ := hK.exists_isMinOn ⟨B₀, hΓ.2⟩ (hcont H₀).continuousOn
  refine ⟨B, ⟨posSemidef_self_mul_conjTranspose B, hB⟩, fun Γ' h' => ?_⟩
  obtain ⟨C, rfl⟩ := root Γ' h'.1
  exact isMinOn_iff.mp hmin C h'.2
```

## Descent to the rank bound

Start from this minimiser with $m$ columns. While the number of columns $k$ satisfies $k^2>L$, remove one. The process stops at some $r$ with $r^2\le L$; Lean runs it as an induction on $k$.

```lean
/-- If the `n i` sum to `N ≠ 0` times the identity, every density realised by some ensemble has
an ensemble of least energy that mixes `r` unnormalised states with `r² ≤ L`. -/
theorem exists_optimal_mixture (H₀ : Observable m) (n : Fin L → Observable m) (ρ : Fin L → ℝ)
    {N : ℝ} (hN : N ≠ 0) (hn : ∑ i, (n i).1 = (N : ℂ) • 1) (hρ : ∃ Γ, IsEnsemble n ρ Γ) :
    ∃ (r : ℕ) (B : Matrix (Fin m) (Fin r) ℂ), IsOptimal H₀ n ρ (B * Bᴴ) ∧ r ^ 2 ≤ L := by
  have descend : ∀ (k : ℕ) (B : Matrix (Fin m) (Fin k) ℂ), IsOptimal H₀ n ρ (B * Bᴴ) →
      ∃ (r : ℕ) (B : Matrix (Fin m) (Fin r) ℂ), IsOptimal H₀ n ρ (B * Bᴴ) ∧ r ^ 2 ≤ L := by
    intro k
    induction k with
    | zero => exact fun B h => ⟨0, B, h, by simp⟩
    | succ k ih =>
      intro B h
      by_cases hL : (k + 1) ^ 2 ≤ L
      · exact ⟨k + 1, B, h, hL⟩
      · obtain ⟨B', h'⟩ := drop_state hN hn h (not_le.mp hL)
        exact ih B' h'
  obtain ⟨B, h⟩ := exists_optimal H₀ n ρ hρ
  exact descend m B h
```

A product has rank at most the number of columns of $B$, so $\operatorname{rank}(BB^\dagger)\le r$ and $\operatorname{rank}(\Gamma)^2\le L$. The bound holds for some minimiser, not necessarily for each one.

```lean
/-- If the `n i` sum to `N ≠ 0` times the identity, every density realised by some ensemble has
an ensemble of least energy whose squared rank is at most `L`. -/
theorem exists_low_rank_optimal (H₀ : Observable m) (n : Fin L → Observable m) (ρ : Fin L → ℝ)
    {N : ℝ} (hN : N ≠ 0) (hn : ∑ i, (n i).1 = (N : ℂ) • 1) (hρ : ∃ Γ, IsEnsemble n ρ Γ) :
    ∃ Γ, IsOptimal H₀ n ρ Γ ∧ Γ.rank ^ 2 ≤ L := by
  obtain ⟨r, B, h, hr⟩ := exists_optimal_mixture H₀ n ρ hN hn hρ
  have hrank : (B * Bᴴ).rank ≤ r :=
    (rank_mul_le_left _ _).trans ((rank_le_card_width B).trans_eq (Fintype.card_fin r))
  exact ⟨_, h, (Nat.pow_le_pow_left hrank 2).trans hr⟩
```

## Pure states suffice for up to three sites

For $L\le3$, $r^2\le3$ leaves $r=0$ or $r=1$. An empty mixture has trace zero, so $r=1$ and $\Gamma=|b\rangle\langle b|$ with $\|b\|=1$. This pure state attains the ensemble minimum, and every competing pure state is itself an ensemble, so it attains the pure-state minimum too.

The statement uses `IsLeast`: one number $E$ belongs to both sets of energies and bounds each from below. In density functional theory, the pure-state and ensemble constrained-search functionals thus agree at every ensemble density of such a finite lattice with at most three sites, provided that the pure-state search admits complex wavefunctions. Real ones can fail even for a real Hamiltonian: for one particle on a triangle with hopping matrix elements $+t$, $t>0$, and all occupations $1/3$, they reach only $-2t/3$, while the minimum is $-t$.

```lean
/-- For `L ≤ 3` observables `n i` that sum to `N ≠ 0` times the identity, the pure-state and the
ensemble search attain the same least energy at every density realised by an ensemble. -/
theorem pure_search_eq_ensemble_search (H₀ : Observable m) (n : Fin L → Observable m)
    (ρ : Fin L → ℝ) {N : ℝ} (hN : N ≠ 0) (hn : ∑ i, (n i).1 = (N : ℂ) • 1)
    (hρ : ∃ Γ, IsEnsemble n ρ Γ) (hL : L ≤ 3) : ∃ E : ℝ,
      IsLeast {e | ∃ ψ, IsEnsemble n ρ (pureState ψ) ∧ expect (pureState ψ) H₀ = e} E ∧
      IsLeast {e | ∃ Γ, IsEnsemble n ρ Γ ∧ expect Γ H₀ = e} E := by
  obtain ⟨r, B, h, hr⟩ := exists_optimal_mixture H₀ n ρ hN hn hρ
  have hr2 : r < 2 := by
    by_contra hge
    have h4 := Nat.pow_le_pow_left (not_lt.mp hge) 2
    exact absurd (h4.trans (hr.trans hL)) (by norm_num)
  obtain rfl | rfl : r = 0 ∨ r = 1 := by omega
  · -- an empty mixture has no unit trace
    have ht := h.1.2.1
    simp [expect, Matrix.trace] at ht
  · have hB : B * Bᴴ = pureState fun a => B a 0 :=
      Matrix.ext fun a b => by simp [pureState, Matrix.mul_apply, vecMulVec_apply]
    rw [hB] at h
    refine ⟨_, ⟨⟨_, h.1, rfl⟩, ?_⟩, ⟨⟨_, h.1, rfl⟩, ?_⟩⟩
    · rintro _ ⟨φ, hφ, rfl⟩
      exact h.2 _ hφ
    · rintro _ ⟨Γ', h', rfl⟩
      exact h.2 _ h'

end

end LowRankEnsembles
```

```lean
#print axioms LowRankEnsembles.exists_low_rank_optimal
#print axioms LowRankEnsembles.pure_search_eq_ensemble_search
```

```
'LowRankEnsembles.exists_low_rank_optimal' depends on axioms: [propext, Classical.choice, Quot.sound]
'LowRankEnsembles.pure_search_eq_ensemble_search' depends on axioms: [propext, Classical.choice, Quot.sound]
```

## One site, and the trace as a separate condition

For $L=1$ the sum rule gives $n_1=N\,\mathbb 1$, so $\rho_1=N$ is the only possible density. The search is then the ordinary ground-state problem, solved by an eigenvector of $H_0$ with the lowest eigenvalue. If that eigenvalue is degenerate, mixed minimisers exist as well.

The statement could also have been modelled without the sum rule, with the trace counted as a condition of its own. The same argument, not formalised here, would then use $L+1$ conditions and give $r^2\le L+1$, which ensures agreement of the two searches only for $L\le2$.
